# The product of two angularly averaged Gaussians never exceeds a single radial Gaussian

Let a, b > 0 be the exponents of two unnormalised s-type Gaussians, A and B the distances of their centres from an atomic core, and r the distance from the core at which each Gaussian is averaged over angles. With u = cos θ, write i0(x) for the average of exp(xu) over the unit sphere, and s(x) = exp(−x) i0(x) for its exponentially scaled form, which the file calls `scaledI0`.

```lean
import Mathlib

open Real

namespace CorePotentialEnvelope

noncomputable section

/-- The average of `exp (x cos θ)` over the directions of the unit sphere, with `u = cos θ`. -/
def i0 (x : ℝ) : ℝ := (1 / 2) * ∫ u in (-1 : ℝ)..1, exp (x * u)

/-- The exponentially scaled angular average `exp (-x) i0(x)`. -/
def scaledI0 (x : ℝ) : ℝ := exp (-x) * i0 x

/-- The exponent-weighted centre `r0 = (aA + bB)/(a + b)`, for `a + b ≠ 0`. -/
def center (a b A B : ℝ) : ℝ := (a * A + b * B) / (a + b)

/-- The core-potential integrand factor of two Gaussians with exponents `a`, `b` at distances
`A`, `B` from the core, each averaged over angles at radius `r`. -/
def coreFactor (a b A B r : ℝ) : ℝ :=
  exp (-a * (r ^ 2 + A ^ 2) - b * (r ^ 2 + B ^ 2)) * i0 (2 * a * A * r) * i0 (2 * b * B * r)

/-- The radial Gaussian envelope centred at `r0`, for `a + b ≠ 0`. -/
def envelope (a b A B r : ℝ) : ℝ :=
  exp (-(a + b) * (r - center a b A B) ^ 2 - a * b * (A - B) ^ 2 / (a + b))

/-- The angular average, at radius `r` about the core, of a Gaussian displaced by `A` is a
radial Gaussian prefactor times `i0 (2aAr)`. -/
theorem gaussian_angular_average (a A r : ℝ) :
    (1 / 2) * ∫ u in (-1 : ℝ)..1, exp (-a * (r ^ 2 + A ^ 2 - 2 * A * r * u)) =
      exp (-a * (r ^ 2 + A ^ 2)) * i0 (2 * a * A * r) := by
  have h : ∀ u : ℝ, exp (-a * (r ^ 2 + A ^ 2 - 2 * A * r * u)) =
      exp (-a * (r ^ 2 + A ^ 2)) * exp (2 * a * A * r * u) := by
    intro u
    rw [← exp_add]
    congr 1
    ring
  simp only [h]
  rw [intervalIntegral.integral_const_mul, i0]
  ring

/-- For nonzero argument the angular average is `sinh x / x`. -/
theorem i0_eq {x : ℝ} (hx : x ≠ 0) : i0 x = sinh x / x := by
  -- an antiderivative of exp (x u) is exp (x u) / x
  have hd : ∀ u ∈ Set.uIcc (-1 : ℝ) 1,
      HasDerivAt (fun u : ℝ => exp (x * u) / x) (exp (x * u)) u := by
    intro u _
    have h := (((hasDerivAt_id' u).const_mul x).exp).div_const x
    exact h.congr_deriv (by field_simp)
  rw [i0, intervalIntegral.integral_eq_sub_of_hasDerivAt hd
    (Continuous.intervalIntegrable (by fun_prop) _ _), Real.sinh_eq]
  simp only [mul_one, mul_neg]
  ring

/-- For nonzero argument the scaled average is `(1 - exp (-2x)) / (2x)`. -/
theorem scaledI0_eq {x : ℝ} (hx : x ≠ 0) :
    scaledI0 x = (1 - exp (-2 * x)) / (2 * x) := by
  have h1 : exp (-x) * exp x = 1 := by
    rw [← exp_add, neg_add_cancel, exp_zero]
  have h2 : exp (-2 * x) = exp (-x) * exp (-x) := by
    rw [← exp_add]
    congr 1
    ring
  calc scaledI0 x = exp (-x) * ((exp x - exp (-x)) / 2 / x) := by
        rw [scaledI0, i0_eq hx, Real.sinh_eq]
    _ = (exp (-x) * exp x - exp (-x) * exp (-x)) / (2 * x) := by ring
    _ = (1 - exp (-2 * x)) / (2 * x) := by rw [h1, h2]

/-- For positive argument the scaled average is strictly less than one. -/
theorem scaledI0_lt_one {x : ℝ} (hx : 0 < x) : scaledI0 x < 1 := by
  rw [scaledI0_eq hx.ne', div_lt_one (by positivity)]
  have hn : -2 * x ≠ 0 := (by linarith : -2 * x < 0).ne
  linarith [Real.add_one_lt_exp hn]

/-- For nonnegative argument the scaled average lies between `1/(1 + 2x)` and one. -/
theorem scaledI0_bounds {x : ℝ} (hx : 0 ≤ x) :
    1 / (1 + 2 * x) ≤ scaledI0 x ∧ scaledI0 x ≤ 1 := by
  rcases hx.eq_or_lt with h | h
  · rw [← h]
    norm_num [scaledI0, i0]
  · refine ⟨?_, (scaledI0_lt_one h).le⟩
    rw [scaledI0_eq h.ne', div_le_div_iff₀ (by positivity) (by positivity)]
    have h1 : exp (-2 * x) * exp (2 * x) = 1 := by
      rw [← exp_add, show -2 * x + 2 * x = 0 by ring, exp_zero]
    have h2 := mul_le_mul_of_nonneg_left (Real.add_one_le_exp (2 * x)) (exp_pos (-2 * x)).le
    nlinarith

/-- For `a + b ≠ 0` the core factor is exactly the Gaussian envelope times two scaled
angular averages. -/
theorem coreFactor_eq {a b : ℝ} (hab : a + b ≠ 0) (A B r : ℝ) :
    coreFactor a b A B r =
      envelope a b A B r * scaledI0 (2 * a * A * r) * scaledI0 (2 * b * B * r) := by
  -- completing the square in r
  have g : -a * (r - A) ^ 2 - b * (r - B) ^ 2 =
      -(a + b) * (r - center a b A B) ^ 2 - a * b * (A - B) ^ 2 / (a + b) := by
    unfold center
    field_simp
    ring
  have h : exp (-a * (r ^ 2 + A ^ 2) - b * (r ^ 2 + B ^ 2)) =
      envelope a b A B r * exp (-(2 * a * A * r)) * exp (-(2 * b * B * r)) := by
    rw [envelope, ← exp_add, ← exp_add]
    congr 1
    linear_combination g
  rw [coreFactor, h, scaledI0, scaledI0]
  ring

/-- For positive exponents, distances and radius, the core-potential integrand factor is
positive and strictly below the Gaussian envelope centred at `r0`. -/
theorem core_integrand_envelope {a b A B r : ℝ} (ha : 0 < a) (hb : 0 < b)
    (hA : 0 < A) (hB : 0 < B) (hr : 0 < r) :
    0 < exp (-a * (r ^ 2 + A ^ 2) - b * (r ^ 2 + B ^ 2)) *
        (sinh (2 * a * A * r) / (2 * a * A * r)) * (sinh (2 * b * B * r) / (2 * b * B * r)) ∧
    exp (-a * (r ^ 2 + A ^ 2) - b * (r ^ 2 + B ^ 2)) *
        (sinh (2 * a * A * r) / (2 * a * A * r)) * (sinh (2 * b * B * r) / (2 * b * B * r)) <
      exp (-(a + b) * (r - (a * A + b * B) / (a + b)) ^ 2
        - a * b * (A - B) ^ 2 / (a + b)) := by
  have hx : 0 < 2 * a * A * r := by positivity
  have hy : 0 < 2 * b * B * r := by positivity
  rw [← i0_eq hx.ne', ← i0_eq hy.ne']
  change 0 < coreFactor a b A B r ∧ coreFactor a b A B r < envelope a b A B r
  rw [coreFactor_eq (add_pos ha hb).ne']
  have he : 0 < envelope a b A B r := exp_pos _
  have sx : 0 < scaledI0 (2 * a * A * r) :=
    lt_of_lt_of_le (by positivity) (scaledI0_bounds hx.le).1
  have sy : 0 < scaledI0 (2 * b * B * r) :=
    lt_of_lt_of_le (by positivity) (scaledI0_bounds hy.le).1
  refine ⟨mul_pos (mul_pos he sx) sy, ?_⟩
  -- each scaled factor can only lower the envelope
  have h1 := mul_lt_mul_of_pos_left (scaledI0_lt_one hx) he
  have h2 := mul_lt_mul_of_pos_left (scaledI0_lt_one hy) (mul_pos he sx)
  linarith

/-- For positive exponents and nonnegative distances and radius, the core factor is at most
the envelope and at least the envelope divided by `1 + 4aAr` and by `1 + 4bBr`. -/
theorem coreFactor_two_sided {a b A B r : ℝ} (ha : 0 < a) (hb : 0 < b)
    (hA : 0 ≤ A) (hB : 0 ≤ B) (hr : 0 ≤ r) :
    envelope a b A B r * (1 / (1 + 2 * (2 * a * A * r))) * (1 / (1 + 2 * (2 * b * B * r)))
      ≤ coreFactor a b A B r ∧ coreFactor a b A B r ≤ envelope a b A B r := by
  have hx := scaledI0_bounds (show 0 ≤ 2 * a * A * r by positivity)
  have hy := scaledI0_bounds (show 0 ≤ 2 * b * B * r by positivity)
  have he : 0 ≤ envelope a b A B r := (exp_pos _).le
  have sx : 0 ≤ scaledI0 (2 * a * A * r) := le_trans (by positivity) hx.1
  have sy : 0 ≤ scaledI0 (2 * b * B * r) := le_trans (by positivity) hy.1
  rw [coreFactor_eq (add_pos ha hb).ne']
  constructor
  · exact mul_le_mul (mul_le_mul_of_nonneg_left hx.1 he) hy.1 (by positivity)
      (mul_nonneg he sx)
  · have h1 := mul_le_mul_of_nonneg_left hx.2 he
    have h2 := mul_le_mul_of_nonneg_left hy.2 (mul_nonneg he sx)
    linarith

/-- For `a + b > 0` the envelope never exceeds `exp (-ab(A - B)²/(a + b))`, and it reaches
this value exactly at `r = r0`. -/
theorem envelope_peak {a b : ℝ} (hab : 0 < a + b) (A B r : ℝ) :
    envelope a b A B r ≤ exp (-(a * b * (A - B) ^ 2 / (a + b))) ∧
    (envelope a b A B r = exp (-(a * b * (A - B) ^ 2 / (a + b))) ↔ r = center a b A B) := by
  constructor
  · apply Real.exp_le_exp.mpr
    linarith [mul_nonneg hab.le (sq_nonneg (r - center a b A B))]
  · rw [envelope, Real.exp_eq_exp]
    constructor
    · intro h
      have h0 : (a + b) * (r - center a b A B) ^ 2 = 0 := by linear_combination -h
      have h1 := (mul_eq_zero.mp h0).resolve_left hab.ne'
      exact sub_eq_zero.mp ((pow_eq_zero_iff two_ne_zero).mp h1)
    · intro h
      rw [h]
      ring

end

end CorePotentialEnvelope
```

```lean
#print axioms CorePotentialEnvelope.gaussian_angular_average
#print axioms CorePotentialEnvelope.core_integrand_envelope
#print axioms CorePotentialEnvelope.coreFactor_two_sided
#print axioms CorePotentialEnvelope.envelope_peak
```

```
'CorePotentialEnvelope.gaussian_angular_average' depends on axioms: [propext, Classical.choice, Quot.sound]
'CorePotentialEnvelope.core_integrand_envelope' depends on axioms: [propext, Classical.choice, Quot.sound]
'CorePotentialEnvelope.coreFactor_two_sided' depends on axioms: [propext, Classical.choice, Quot.sound]
'CorePotentialEnvelope.envelope_peak' depends on axioms: [propext, Classical.choice, Quot.sound]
```

## The bound and its two companions

Put x = 2aAr, y = 2bBr and r0 = (aA + bB)/(a + b). The core factor and the envelope are

C(r) = exp(−a(r² + A²) − b(r² + B²)) i0(x) i0(y)

E(r) = exp(−(a + b)(r − r0)² − ab(A − B)²/(a + b)).

In Lean these are `coreFactor` and `envelope`, and r0 is `center`. The theorem `core_integrand_envelope` says that 0 < C(r) < E(r) when a, b, A, B and r are all positive. It is stated with the ratios sinh(x)/x and sinh(y)/y written out.

The theorem `coreFactor_two_sided` also admits A, B or r equal to zero, and gives

E(r) / ((1 + 2x)(1 + 2y)) ≤ C(r) ≤ E(r).

The envelope therefore overestimates the core factor by at most an algebraic factor. At r = 0, or with both Gaussians on the core, C and E are equal. Defining i0 by an integral gives i0(0) = 1 directly, so a Gaussian on the core needs no special formula.

Finally, `envelope_peak` says that E has the maximum value exp(−ab(A − B)²/(a + b)), reached at r = r0 and nowhere else. This is the peak of the envelope; the core factor itself may peak elsewhere.

## Where the factor occurs in a core-potential integral

In a semilocal effective core potential, the s-projected term acts on the part of each orbital that is spherically symmetric about the core. For two s-type Gaussians and a radial potential U(r), its matrix element is

4π ∫ r² U(r) C(r) dr, with r from 0 to ∞.

The file treats C(r) alone, without U, the weight r² or the radial integration. Projections on higher angular momenta and Gaussians with angular prefactors bring in other functions.

All five variables are real numbers, so A − B is a difference of distances and not the separation of the two centres. For two Gaussians at equal distances on opposite sides of the core, the factor exp(−ab(A − B)²/(a + b)) equals 1, because each Gaussian is averaged separately and only its distance from the core enters.

For this s-projected factor, the result supports evaluating C(r) as E(r) s(x) s(y) and using r0 and the width of E as a guide in placing a radial grid, which must also resolve U(r). With a = 100 and A = r = 3, for example, x is 1800: sinh(x) overflows in double precision and exp(−a(r² + A²)) underflows, although their product divided by x is close to 1/3600. In the scaled form every factor lies between 0 and 1. These are bounds on real numbers and say nothing about rounding: for small x, the formula for s(x) below subtracts nearly equal numbers. A program can use a series there, or an `expm1` routine with s(0) = 1 set separately.

## From the angular average to the scaled function

A point at radius r whose direction makes an angle θ with the Gaussian's centre lies at squared distance r² + A² − 2Aru from that centre. Averaging over u gives

½ ∫ exp(−a(r² + A² − 2Aru)) du = exp(−a(r² + A²)) i0(2aAr), with u from −1 to 1.

This is `gaussian_angular_average`: the exponential is split at each u, and the constant factor is taken out of the integral.

For x ≠ 0, an antiderivative of exp(xu) in u is exp(xu)/x, so

i0(x) = (exp(x) − exp(−x))/(2x) = sinh(x)/x.

The lemma `i0_eq` verifies the derivative and applies the fundamental theorem of calculus. Multiplying by exp(−x) gives `scaledI0_eq`:

s(x) = (1 − exp(−2x))/(2x).

Both bounds on s come from 1 + t ≤ exp(t), which is strict for t ≠ 0. Taking t = −2x with x > 0 gives 1 − exp(−2x) < 2x, hence s(x) < 1; this is `scaledI0_lt_one`. Taking t = 2x and multiplying by exp(−2x) gives (1 + 2x) exp(−2x) ≤ 1, so

1 − exp(−2x) ≥ 2x/(1 + 2x), and hence s(x) ≥ 1/(1 + 2x).

The lemma `scaledI0_bounds` treats x = 0 separately, where s and both bounds equal 1. For x > 0 it clears denominators and leaves the remaining inequality to `nlinarith`.

## Completing the square

The prefactor of the first Gaussian can be written as

exp(−a(r² + A²)) = exp(−a(r − A)²) exp(−x),

and likewise for the second with b, B and y. The factors exp(−x) and exp(−y) turn i0(x) and i0(y) into s(x) and s(y). The remaining exponents combine as

a(r − A)² + b(r − B)²
= (a + b)r² − 2(aA + bB)r + aA² + bB²
= (a + b)(r − r0)² + ab(A − B)²/(a + b).

The last constant follows from (a + b)(aA² + bB²) − (aA + bB)² = ab(A − B)². Therefore

C(r) = E(r) s(x) s(y).

This identity is `coreFactor_eq`, valid whenever a + b ≠ 0. Its step `g` is the completed square, proved by `field_simp` and `ring`; `linear_combination g` then matches the full exponents.

For positive arguments, 0 < s < 1, so the identity gives 0 < C(r) < E(r). In `core_integrand_envelope` the sinh ratios are first rewritten as `i0`, and the steps `h1` and `h2` then bring in the two scaled factors one after the other. The two-sided theorem inserts the bounds of `scaledI0_bounds` into the same identity.

For the peak, (a + b)(r − r0)² is nonnegative and vanishes only at r = r0. Since the exponential is strictly increasing, `envelope_peak` compares exponents, and equality forces this square to be zero.
